# A finite Hermitian matrix has an eigenvalue within the off-diagonal column norm of each first-order energy

Let E_j be real unperturbed energies on a finite set of states, and let V be a Hermitian matrix on the same states. For every state k, the matrix H = diag(E) + V has an eigenvalue μ with

|μ − (E_k + V_kk)| ≤ R_k, where R_k = √(Σ_{j≠k} |V_jk|²).

The diagonal entry E_k + V_kk of H is called the first-order energy of state k here. If E_k is non-degenerate, it is the energy of that state through first order in V. The radius R_k is the norm of column k of V without its diagonal entry. The bound needs no gap between the unperturbed energies and no small V. For E = 0 and V = [[0,1],[1,0]] both radii equal 1, and no smaller radius would do.

## The first residual of an iterative eigensolver

In a configuration-interaction calculation, the states can be Slater determinants of orthonormal orbitals, and H is then a finite matrix in an orthonormal basis. A Davidson run can start from the unit vector e_k of a single determinant. Its first energy estimate is the diagonal element H_kk = E_k + V_kk, and its first residual is column k of H with the diagonal entry removed. The norm of that residual is R_k, so the first iteration already supplies an interval that contains an eigenvalue of the matrix. If k is the reference determinant of Møller–Plesset theory, the centre of the interval is the Hartree–Fock energy.

A bound of the same kind holds in later iterations, where the vector is a general one. For a normalised trial vector x and a real energy estimate a, some eigenvalue lies within ‖Hx − ax‖ of a. A convergence threshold on the residual norm is therefore also a bound on the distance from the estimate to the nearest eigenvalue of the matrix.

The radius also costs little in a perturbation calculation. The second-order correction to the energy of a non-degenerate state is a sum of |V_jk|²/(E_k − E_j) over j ≠ k, and the loop that builds it can add up |V_jk|² as well. Suppose that E_0 = 0, V_00 = 0.1 and the other entries of column 0 are 0.3 and 0.4. Then the first-order energy is 0.1, the radius is √(0.09 + 0.16) = 0.5, and an eigenvalue lies between −0.4 and 0.6, whatever the remaining entries of H are.

## From the residual to an eigenvalue

The components of H e_k are the entries of column k:

(H e_k)_j = E_k δ_jk + V_jk.

Write a = E_k + V_kk, which is real because V is Hermitian. Subtracting a e_k gives

(H e_k − a e_k)_j = 0 for j = k,

(H e_k − a e_k)_j = V_jk for j ≠ k.

The squared norm of the residual is therefore

‖H e_k − a e_k‖² = Σ_{j≠k} |V_jk|² = R_k².

It remains to show that a small residual forces an eigenvalue to be near. Let A be any Hermitian matrix, a any real number and x any non-zero vector. Choose an orthonormal eigenbasis v_i with A v_i = λ_i v_i, and set c_i = ⟨v_i, x⟩. Since A is Hermitian and both λ_i and a are real,

⟨v_i, Ax − ax⟩ = ⟨A v_i, x⟩ − a⟨v_i, x⟩ = (λ_i − a) c_i.

Let μ be the eigenvalue nearest to a, so that (λ_i − a)² ≥ (μ − a)² for all i. Parseval's identity, used for the residual and then for x, gives

‖Ax − ax‖² = Σ_i (λ_i − a)² |c_i|² ≥ (μ − a)² Σ_i |c_i|² = (μ − a)² ‖x‖².

With A = H, x = e_k and a = E_k + V_kk, this reads (μ − a)² ≤ R_k². Taking the square root gives the bound.

If V is replaced by tV with a real coupling strength t, every |V_jk|² is multiplied by t², so the radius becomes |t| R_k. The radius is zero exactly when every V_jk with j ≠ k is zero. By the formula for the residual, this is the same as H e_k = a e_k: the unperturbed state is then an exact eigenvector at its first-order energy.

## Exchange coupling attains the radius

Take E = 0 and V = [[0,1],[1,0]], with the states numbered 0 and 1. The word exchange means only that this V swaps the two states. The eigenvalue equation is

x_1 = μ x_0 and x_0 = μ x_1.

Inserting each equation in the other gives (μ² − 1) x_0 = 0 and (μ² − 1) x_1 = 0. Since x is not zero, μ² = 1. Both first-order energies are 0, so every eigenvalue is at distance 1 from them. An eigenvalue within r thus requires r ≥ 1, and for r ≥ 1 the general bound supplies one.

## The bound and its sharpness in Lean

```lean
import Mathlib

open Matrix

namespace FirstOrderEnergyRadius

noncomputable section

variable {n : Type*} [Fintype n] [DecidableEq n]

/-- The real number `μ` is an energy level of `H`: some non-zero state `x` satisfies
`H x = μ x`. -/
def IsEnergy (H : Matrix n n ℂ) (μ : ℝ) : Prop :=
  ∃ x : n → ℂ, x ≠ 0 ∧ H *ᵥ x = (μ : ℂ) • x

/-- The Hamiltonian `diag(E) + V`: unperturbed levels `E` and a perturbation `V`. -/
def hamiltonian (E : n → ℝ) (V : Matrix n n ℂ) : Matrix n n ℂ :=
  Matrix.diagonal (fun j => (E j : ℂ)) + V

/-- The number `E_k + Re V_kk`, called the first-order energy of level `k`. For Hermitian `V` and
non-degenerate `E_k` it is the energy of the level through first order in `V`. -/
def firstOrderEnergy (E : n → ℝ) (V : Matrix n n ℂ) (k : n) : ℝ :=
  E k + (V k k).re

/-- The error radius of level `k`: the root of the summed squared couplings `|V_jk|²` to all
other levels `j`. -/
def errorRadius (V : Matrix n n ℂ) (k : n) : ℝ :=
  Real.sqrt (∑ j with j ≠ k, ‖V j k‖ ^ 2)

/-- Residual bound: for a Hermitian matrix `A`, a real number `a` and a non-zero trial state `x`,
some energy level `μ` satisfies `(μ - a)² ‖x‖² ≤ ‖A x - a x‖²`. -/
theorem residual_bound {A : Matrix n n ℂ} (hA : A.IsHermitian) (a : ℝ) {x : n → ℂ}
    (hx : x ≠ 0) :
    ∃ μ : ℝ, IsEnergy A μ ∧
      (μ - a) ^ 2 * ∑ j, ‖x j‖ ^ 2 ≤ ∑ j, ‖(A *ᵥ x) j - (a : ℂ) * x j‖ ^ 2 := by
  obtain ⟨v, hv⟩ : ∃ v : n → n → ℂ, ∀ i, v i = (hA.eigenvectorBasis i).ofLp :=
    ⟨_, fun _ => rfl⟩
  have heig : ∀ i, A *ᵥ v i = (hA.eigenvalues i : ℂ) • v i := by
    intro i
    rw [hv i, hA.mulVec_eigenvectorBasis i]
    ext j
    simp
  have hne : ∀ i, v i ≠ 0 := by
    intro i h
    rw [hv i] at h
    apply hA.eigenvectorBasis.orthonormal.ne_zero i
    ext j
    exact congrFun h j
  -- Parseval's identity in the eigenbasis
  have parseval : ∀ y : n → ℂ, ∑ i, ‖star (v i) ⬝ᵥ y‖ ^ 2 = ∑ j, ‖y j‖ ^ 2 := by
    intro y
    have h := hA.eigenvectorBasis.sum_sq_norm_inner_right (WithLp.toLp 2 y)
    rw [EuclideanSpace.norm_sq_eq] at h
    rw [← h]
    refine Finset.sum_congr rfl fun i _ => ?_
    rw [EuclideanSpace.inner_eq_star_dotProduct, hv i, dotProduct_comm]
  -- in the eigenbasis, `A - a` multiplies each amplitude by `λ_i - a`
  have amplitude : ∀ i, star (v i) ⬝ᵥ (A *ᵥ x - (a : ℂ) • x)
      = ((hA.eigenvalues i - a : ℝ) : ℂ) * (star (v i) ⬝ᵥ x) := by
    intro i
    have h : star (v i) ᵥ* A = (hA.eigenvalues i : ℂ) • star (v i) := by
      have h' := Matrix.star_mulVec A (v i)
      rw [hA.eq, heig i] at h'
      rw [← h', star_smul]
      simp
    rw [dotProduct_sub, Matrix.dotProduct_mulVec, h, smul_dotProduct, dotProduct_smul,
      smul_eq_mul, smul_eq_mul]
    push_cast
    ring
  -- choose the level nearest to `a`
  obtain ⟨j₀, _⟩ := Function.ne_iff.mp hx
  have : Nonempty n := ⟨j₀⟩
  obtain ⟨i, hi⟩ := Finite.exists_min (fun i => (hA.eigenvalues i - a) ^ 2)
  refine ⟨hA.eigenvalues i, ⟨v i, hne i, heig i⟩, ?_⟩
  have hres := parseval (A *ᵥ x - (a : ℂ) • x)
  simp only [Pi.sub_apply, Pi.smul_apply, smul_eq_mul] at hres
  rw [← hres, ← parseval x, Finset.mul_sum]
  refine Finset.sum_le_sum fun l _ => ?_
  rw [amplitude l, norm_mul, mul_pow, Complex.norm_real, Real.norm_eq_abs, sq_abs]
  exact mul_le_mul_of_nonneg_right (hi l) (sq_nonneg _)

/-- For Hermitian `V`, the residual of the unperturbed state `k` at its first-order energy
has the components `V_jk` for `j ≠ k` and zero for `j = k`. -/
theorem unperturbed_residual (E : n → ℝ) {V : Matrix n n ℂ} (hV : V.IsHermitian) (k j : n) :
    (hamiltonian E V *ᵥ Pi.single k 1) j
      - (firstOrderEnergy E V k : ℂ) * (Pi.single k 1 : n → ℂ) j
      = if j = k then 0 else V j k := by
  have hk : ((V k k).re : ℂ) = V k k := Complex.conj_eq_iff_re.mp (hV.apply k k)
  rw [Matrix.mulVec_single_one]
  by_cases hj : j = k
  · subst hj
    simp [hamiltonian, firstOrderEnergy, hk]
  · simp [hamiltonian, hj]

/-- For real `E` and Hermitian `V`, the Hamiltonian `diag(E) + V` has, for every `k`, an energy
level within the error radius of the first-order energy of level `k`. -/
theorem exists_energy_near_firstOrder (E : n → ℝ) {V : Matrix n n ℂ} (hV : V.IsHermitian)
    (k : n) :
    ∃ μ : ℝ, IsEnergy (hamiltonian E V) μ ∧
      |μ - firstOrderEnergy E V k| ≤ errorRadius V k := by
  have hD : (Matrix.diagonal (fun j => (E j : ℂ))).IsHermitian := by
    rw [Matrix.IsHermitian, Matrix.diagonal_conjTranspose]
    congr 1
    funext j
    simp
  have hH : (hamiltonian E V).IsHermitian := hD.add hV
  have hne : (Pi.single k 1 : n → ℂ) ≠ 0 := by
    intro h
    simpa using congrFun h k
  -- the unperturbed state is the trial state
  obtain ⟨μ, hμ, h⟩ := residual_bound hH (firstOrderEnergy E V k) hne
  have hnorm : ∑ j, ‖(Pi.single k 1 : n → ℂ) j‖ ^ 2 = 1 := by
    rw [Finset.sum_eq_single k]
    · simp
    · intro j _ hj
      simp [hj]
    · simp
  have hsum : ∑ j, ‖(hamiltonian E V *ᵥ Pi.single k 1) j
      - (firstOrderEnergy E V k : ℂ) * (Pi.single k 1 : n → ℂ) j‖ ^ 2
      = ∑ j with j ≠ k, ‖V j k‖ ^ 2 := by
    rw [Finset.sum_filter]
    refine Finset.sum_congr rfl fun j _ => ?_
    rw [unperturbed_residual E hV k j]
    by_cases hj : j = k <;> simp [hj]
  rw [hnorm, hsum, mul_one] at h
  exact ⟨μ, hμ, Real.abs_le_sqrt h⟩

/-- For Hermitian `V` and real coupling strength `t`, the Hamiltonian `diag(E) + t V` has an
energy level within `|t|` times the error radius of `V` from `E_k + t Re V_kk`. -/
theorem exists_energy_near_firstOrder_coupling (E : n → ℝ) {V : Matrix n n ℂ}
    (hV : V.IsHermitian) (t : ℝ) (k : n) :
    ∃ μ : ℝ, IsEnergy (hamiltonian E ((t : ℂ) • V)) μ ∧
      |μ - (E k + t * (V k k).re)| ≤ |t| * errorRadius V k := by
  have htV : ((t : ℂ) • V).IsHermitian := by
    rw [Matrix.IsHermitian, Matrix.conjTranspose_smul, hV.eq]
    simp
  have hr : errorRadius ((t : ℂ) • V) k = |t| * errorRadius V k := by
    rw [errorRadius, errorRadius, ← Real.sqrt_sq_eq_abs, ← Real.sqrt_mul (sq_nonneg t),
      Finset.mul_sum]
    congr 1
    refine Finset.sum_congr rfl fun j _ => ?_
    rw [Matrix.smul_apply, norm_smul, mul_pow, Complex.norm_real, Real.norm_eq_abs, sq_abs]
  have hE : firstOrderEnergy E ((t : ℂ) • V) k = E k + t * (V k k).re := by
    simp [firstOrderEnergy]
  obtain ⟨μ, hμ, h⟩ := exists_energy_near_firstOrder E htV k
  rw [hr, hE] at h
  exact ⟨μ, hμ, h⟩

/-- For Hermitian `V`, the error radius of level `k` vanishes exactly when the unperturbed state
`k` is an eigenvector of `diag(E) + V` at its first-order energy. -/
theorem errorRadius_eq_zero_iff (E : n → ℝ) {V : Matrix n n ℂ} (hV : V.IsHermitian) (k : n) :
    errorRadius V k = 0 ↔
      hamiltonian E V *ᵥ Pi.single k 1
        = (firstOrderEnergy E V k : ℂ) • (Pi.single k 1 : n → ℂ) := by
  rw [errorRadius, Real.sqrt_eq_zero (Finset.sum_nonneg fun j _ => sq_nonneg _),
    Finset.sum_eq_zero_iff_of_nonneg (fun j _ => sq_nonneg _)]
  constructor
  · intro h
    funext j
    have r := unperturbed_residual E hV k j
    by_cases hj : j = k
    · rw [if_pos hj] at r
      exact sub_eq_zero.mp r
    · have hz : V j k = 0 := by simpa using h j (by simp [hj])
      rw [if_neg hj, hz] at r
      exact sub_eq_zero.mp r
  · intro h j hj
    have hj' : j ≠ k := by simpa using hj
    have r := unperturbed_residual E hV k j
    rw [if_neg hj', h] at r
    have hz : V j k = 0 := r.symm.trans (sub_self _)
    simp [hz]

/-- The two-level exchange coupling `[[0,1],[1,0]]`. -/
def exchange : Matrix (Fin 2) (Fin 2) ℂ := !![0, 1; 1, 0]

/-- Every energy level `μ` of the exchange coupling with `E = 0` satisfies `μ² = 1`. -/
theorem exchange_energy_sq {μ : ℝ} (h : IsEnergy (hamiltonian 0 exchange) μ) : μ ^ 2 = 1 := by
  obtain ⟨x, hx, hμ⟩ := h
  have h0 : x 1 = (μ : ℂ) * x 0 := by
    simpa [hamiltonian, exchange, Matrix.mulVec, dotProduct, Fin.sum_univ_two]
      using congrFun hμ 0
  have h1 : x 0 = (μ : ℂ) * x 1 := by
    simpa [hamiltonian, exchange, Matrix.mulVec, dotProduct, Fin.sum_univ_two]
      using congrFun hμ 1
  have e0 : ((μ : ℂ) ^ 2 - 1) * x 0 = 0 := by linear_combination -(μ : ℂ) * h0 - h1
  have e1 : ((μ : ℂ) ^ 2 - 1) * x 1 = 0 := by linear_combination -(μ : ℂ) * h1 - h0
  have hz : (μ : ℂ) ^ 2 - 1 = 0 := by
    by_contra hne
    exact hx (funext (Fin.forall_fin_two.2
      ⟨(mul_eq_zero.mp e0).resolve_left hne, (mul_eq_zero.mp e1).resolve_left hne⟩))
  have hr : μ ^ 2 - 1 = 0 := by exact_mod_cast hz
  linarith

/-- Sharpness: for `E = 0` and the exchange coupling, the error radius of either level is one, and
an energy level lies within `r` of the first-order energy exactly when `r ≥ 1`. -/
theorem errorRadius_sharp (k : Fin 2) :
    errorRadius exchange k = 1 ∧
      ∀ r : ℝ, (∃ μ : ℝ, IsEnergy (hamiltonian 0 exchange) μ ∧
        |μ - firstOrderEnergy 0 exchange k| ≤ r) ↔ 1 ≤ r := by
  have hR : errorRadius exchange k = 1 := by
    fin_cases k <;> simp [errorRadius, exchange, Finset.sum_filter, Fin.sum_univ_two]
  have hE : firstOrderEnergy 0 exchange k = 0 := by
    fin_cases k <;> simp [firstOrderEnergy, exchange]
  have hV : exchange.IsHermitian := by
    ext i j
    fin_cases i <;> fin_cases j <;> simp [exchange]
  refine ⟨hR, fun r => ⟨?_, fun hr => ?_⟩⟩
  · rintro ⟨μ, hμ, h⟩
    rw [hE, sub_zero] at h
    have hsq := exchange_energy_sq hμ
    by_contra hlt
    have hlt' : |μ| < 1 := lt_of_le_of_lt h (not_le.mp hlt)
    nlinarith [abs_nonneg μ, sq_abs μ]
  · obtain ⟨μ, hμ, h⟩ := exists_energy_near_firstOrder 0 hV k
    exact ⟨μ, hμ, h.trans (hR.le.trans hr)⟩

end

end FirstOrderEnergyRadius
```

```lean
#print axioms FirstOrderEnergyRadius.exists_energy_near_firstOrder
#print axioms FirstOrderEnergyRadius.exists_energy_near_firstOrder_coupling
#print axioms FirstOrderEnergyRadius.errorRadius_eq_zero_iff
#print axioms FirstOrderEnergyRadius.errorRadius_sharp
```

```
'FirstOrderEnergyRadius.exists_energy_near_firstOrder' depends on axioms: [propext, Classical.choice, Quot.sound]
'FirstOrderEnergyRadius.exists_energy_near_firstOrder_coupling' depends on axioms: [propext, Classical.choice, Quot.sound]
'FirstOrderEnergyRadius.errorRadius_eq_zero_iff' depends on axioms: [propext, Classical.choice, Quot.sound]
'FirstOrderEnergyRadius.errorRadius_sharp' depends on axioms: [propext, Classical.choice, Quot.sound]
```

## Levels, columns and radii as Lean objects

The states are labelled by a finite type `n`, and `V j k` is the entry in row j and column k. `IsEnergy H μ` says that the real number μ is an eigenvalue of H, with a non-zero vector `x` as witness; `*ᵥ` is the product of a matrix and a vector. The vector need not be normalised.

`hamiltonian E V` is diag(E) + V. Its first argument is a real function, so the unperturbed energies are real by type, while `V.IsHermitian` is a hypothesis of the theorems. `firstOrderEnergy E V k` uses the real part of `V k k`, which loses nothing for Hermitian V. `errorRadius V k` is R_k, and `Pi.single k 1` is the unperturbed state e_k. Norms of vectors are written out as sums of `‖x j‖ ^ 2`, because the norm that Mathlib attaches to a plain function is the largest absolute value of a component and not the Euclidean length.

Some texts call V_kk alone the first-order energy, whereas `firstOrderEnergy` includes E_k. The name also differs from textbook use when levels are degenerate. Degenerate perturbation theory first diagonalises V within the degenerate subspace, which for the exchange matrix would give ±1. Here the term always means the diagonal entry in the given basis.

The main theorem is `exists_energy_near_firstOrder`: for every `k` there is a real `μ` that is an energy level of `hamiltonian E V` and lies within `errorRadius V k` of the first-order energy. `exists_energy_near_firstOrder_coupling` is the version with coupling strength t, and `errorRadius_eq_zero_iff` is the criterion for a zero radius. `errorRadius_sharp` states, for either level of the exchange matrix, that the radius is 1 and that an energy level lies within r of the first-order energy if and only if 1 ≤ r.

## Parseval's identity and the nearest level in the proof

`residual_bound` contains the spectral argument. It takes the orthonormal eigenbasis from Mathlib, and `heig` records the eigenvalue equations. The step `parseval` is Parseval's identity, and `amplitude` is the formula for ⟨v_i, Ax − ax⟩, obtained by moving A onto the left-hand vector. `Finite.exists_min` picks the eigenvalue nearest to a, and `Finset.sum_le_sum` compares the two sums term by term. Dividing the resulting inequality by ‖x‖² gives the form for a normalised vector.

`unperturbed_residual` computes the residual of e_k, with `by_cases` separating j = k from j ≠ k. The main theorem puts e_k into `residual_bound`: `hnorm` says that e_k has norm one, `hsum` identifies the squared residual with R_k², and `Real.abs_le_sqrt` takes the root.

The coupling theorem applies the main theorem to tV and takes |t| out of the square root. The criterion for a zero radius uses the fact that a sum of non-negative terms vanishes only if each term does. In `exchange_energy_sq`, two `linear_combination` steps produce the equations (μ² − 1) x_0 = 0 and (μ² − 1) x_1 = 0. `errorRadius_sharp` then shows that |μ| < 1 contradicts μ² = 1, and uses the main theorem for the other direction.

## An interval for some eigenvalue, not for a labelled one

The theorem places at least one eigenvalue in each interval. It doesn't say that this is the k-th eigenvalue in order, or the one that grows out of E_k as the coupling is switched on. Nor does it give different eigenvalues to different k, and the intervals together can miss part of the spectrum. The 3×3 matrix with zeros on the diagonal and ones elsewhere has eigenvalues 2, −1 and −1, as a short calculation shows; all three of its intervals run from −√2 to √2, and 2 lies in none of them.

Sharpness concerns the exchange matrix, and for other matrices the nearest eigenvalue can be much closer than R_k. In particular, the radius of tV is linear in t, whereas the first-order energy of a non-degenerate level has an error of order t² for small t. The bound is cruder in that regime, but it holds for every t.

The eigenvalues are those of the finite matrix. The bound doesn't cover the error made by truncating the basis when the full Hamiltonian of a molecule or a solid is replaced by such a matrix. That error has to be estimated separately.
